# The negative-energy Bloch states of an attractive Dirac comb lie in a single band

A particle on a line meets an attractive delta well at every multiple of a spacing $a$, and we ask which negative energies it can have. Each energy is represented here by a decay constant $\kappa>0$, with $E=-\hbar^2\kappa^2/2m$, and is called allowed when the Bloch condition has a solution with real wave number $q$.

Between wells $\psi''=\kappa^2\psi$. At a well of strength $\lambda$, with potential $-\lambda\delta$, the derivative $\psi'$ jumps by $-2g\psi$, where $g=m\lambda/\hbar^2$. A single such well binds at $\kappa=g$. In this non-interacting, one-dimensional model, the theorems show how that level broadens into a band, and when a gap separates the band from zero energy.

## Negative energy: $\kappa>0$

Propagation over $a$ followed by the jump gives the matrix `cellMatrix`, acting on $(\psi,\psi')$. A Bloch state with wave number $q$ gives it the eigenvalue $e^{iqa}$. Its determinant is 1, so the other eigenvalue is $e^{-iqa}$, and half the trace gives
$$\cos qa=F(\kappa)=\cosh\kappa a-\frac{g\sinh\kappa a}{\kappa}.$$

```lean
import Mathlib

open Real Set

namespace AttractiveDiracComb

noncomputable section

/-- Transfer matrix of `(ψ, ψ')` over one cell: propagation with `ψ'' = κ² ψ` over the
length `a`, then the jump `-2 g ψ` of `ψ'` at an attractive delta. Domain: `κ ≠ 0`. -/
def cellMatrix (g a κ : ℝ) : Matrix (Fin 2) (Fin 2) ℝ :=
  !![1, 0; -2 * g, 1] * !![cosh (κ * a), sinh (κ * a) / κ; κ * sinh (κ * a), cosh (κ * a)]

/-- The band function `F(κ) = cosh κa - g sinh(κa)/κ` of the comb. Domain: `κ ≠ 0`. -/
def bandFunction (g a κ : ℝ) : ℝ := cosh (κ * a) - g * sinh (κ * a) / κ

/-- The decay constant `κ` is allowed if the Bloch condition `cos(qa) = F(κ)` holds for some
real wave number `q`. Domain: `κ ≠ 0`. -/
def Allowed (g a κ : ℝ) : Prop := ∃ q : ℝ, cos (q * a) = bandFunction g a κ

/-- The band function is half the trace of the transfer matrix of one cell. -/
theorem half_trace_cellMatrix (g a κ : ℝ) :
    (cellMatrix g a κ).trace / 2 = bandFunction g a κ := by
  rw [Matrix.trace_fin_two]
  simp [cellMatrix, bandFunction, Matrix.mul_apply, Fin.sum_univ_succ]
  ring
```

`bandFunction` is $F$, and `Allowed` is the Bloch condition. The trace formula is proved. The matrix itself is written down from the differential equation and the jump, and the identification of allowed $\kappa$ with the spectrum of the Hamiltonian is Bloch theory taken from outside. Energies $E\ge0$ are not treated.

With $s=\sinh(\kappa a/2)$ and $c=\cosh(\kappa a/2)$, the double-angle formulas give
$$F-1=\frac{2s}{\kappa}(\kappa s-gc),\qquad F+1=\frac{2c}{\kappa}(\kappa c-gs).$$
This step needs only $\kappa\ne0$. For $\kappa,a>0$ the prefactors are positive, so the brackets carry the signs.

```lean
/-- Half-angle factorisations of `F - 1` and `F + 1` for `κ ≠ 0`. -/
theorem half_angle (g a : ℝ) {κ : ℝ} (hκ : κ ≠ 0) :
    bandFunction g a κ - 1 = 2 * sinh (κ * a / 2) / κ *
        (κ * sinh (κ * a / 2) - g * cosh (κ * a / 2)) ∧
    bandFunction g a κ + 1 = 2 * cosh (κ * a / 2) / κ *
        (κ * cosh (κ * a / 2) - g * sinh (κ * a / 2)) := by
  have h1 : cosh (κ * a) = cosh (κ * a / 2) ^ 2 + sinh (κ * a / 2) ^ 2 := by
    rw [← Real.cosh_two_mul]; congr 1; ring
  have h2 : sinh (κ * a) = 2 * sinh (κ * a / 2) * cosh (κ * a / 2) := by
    rw [← Real.sinh_two_mul]; congr 1; ring
  have h3 := Real.cosh_sq (κ * a / 2)
  have h4 : κ * κ⁻¹ = 1 := mul_inv_cancel₀ hκ
  unfold bandFunction
  rw [h1, h2]
  constructor
  · linear_combination h3 - 2 * sinh (κ * a / 2) ^ 2 * h4
  · linear_combination -h3 - 2 * cosh (κ * a / 2) ^ 2 * h4
```

If negative $\kappa$ were admitted, the root of $F=1$ would not be unique, because $F$ is even. At $\kappa=0$ Lean's division by zero gives $F=1$, whereas the physical limit is $1-ga$.

## A genuine lattice spacing: $a>0$

Positive spacing makes $F$ cross each of the levels $\pm1$ at most once, and upwards. One ingredient is $\sinh t<t\cosh t$ for $t>0$: by the mean value theorem $\sinh t=t\cosh\xi$ with $0<\xi<t$.

```lean
/-- For `t > 0`, `sinh t < t cosh t`. -/
theorem sinh_lt_mul_cosh {t : ℝ} (ht : 0 < t) : sinh t < t * cosh t := by
  -- the mean slope of sinh on [0, t] is cosh at an interior point
  obtain ⟨c, hc, h⟩ := exists_hasDerivAt_eq_slope sinh cosh ht
    Real.continuous_sinh.continuousOn (fun x _ => Real.hasDerivAt_sinh x)
  have hlt : cosh c < cosh t := by
    rw [Real.cosh_lt_cosh, abs_of_pos hc.1, abs_of_pos ht]
    exact hc.2
  rw [Real.sinh_zero, sub_zero, sub_zero, eq_div_iff ht.ne'] at h
  nlinarith [mul_lt_mul_of_pos_left hlt ht]
```

Let $0<x<y$, and let subscripts on $s$ and $c$ mark the value of $\kappa$. If $F(x)\ge1$, then $u=xs_x-gc_x\ge0$. For $v=ys_y-gc_y$, the subtraction formula gives
$$c_xv=c_yu+(y-x)s_yc_x+x\sinh\frac{(y-x)a}{2}>0,$$
so $F(y)>1$. In Lean, `nlinarith` combines these three terms.

```lean
/-- For `a > 0`: if `F ≥ 1` at some `x > 0`, then `F > 1` at every `y > x`. -/
theorem one_lt_of_one_le {g a x y : ℝ} (ha : 0 < a) (hx : 0 < x) (hxy : x < y)
    (h : 1 ≤ bandFunction g a x) : 1 < bandFunction g a y := by
  have hy : 0 < y := hx.trans hxy
  have sx : 0 < sinh (x * a / 2) := Real.sinh_pos_iff.2 (by positivity)
  have sy : 0 < sinh (y * a / 2) := Real.sinh_pos_iff.2 (by positivity)
  have cx := Real.cosh_pos (x * a / 2)
  have cy := Real.cosh_pos (y * a / 2)
  have hu : 0 ≤ x * sinh (x * a / 2) - g * cosh (x * a / 2) := by
    by_contra hn
    have := mul_neg_of_pos_of_neg (div_pos (mul_pos two_pos sx) hx) (not_le.1 hn)
    linarith [(half_angle g a hx.ne').1]
  have hd : 0 < sinh (y * a / 2 - x * a / 2) :=
    Real.sinh_pos_iff.2 (by nlinarith [mul_pos (sub_pos.2 hxy) ha])
  rw [Real.sinh_sub] at hd
  have hv : 0 < cosh (x * a / 2) * (y * sinh (y * a / 2) - g * cosh (y * a / 2)) := by
    nlinarith [mul_nonneg hu cy.le, mul_pos hx hd, mul_pos (sub_pos.2 hxy) (mul_pos sy cx)]
  have := mul_pos (div_pos (mul_pos two_pos sy) hy) ((mul_pos_iff_of_pos_left cx).1 hv)
  linarith [(half_angle g a hy.ne').1]
```

If $F(x)\ge-1$, put $u=xc_x-gs_x\ge0$, $v=yc_y-gs_y$ and $d=(y-x)a/2$. Then $s_xv=s_yu+B$, where the addition formulas give
$$B=(y-x)s_xc_x\cosh d+(y-x)s_x^2\sinh d-x\sinh d.$$
Since $s_xc_x\ge xa/2$, the first term is at least $xd\cosh d$, which exceeds $x\sinh d$. Hence $B>0$, which is `hB` in the proof, and $F(y)>-1$.

```lean
/-- For `a > 0`: if `F ≥ -1` at some `x > 0`, then `F > -1` at every `y > x`. -/
theorem neg_one_lt_of_neg_one_le {g a x y : ℝ} (ha : 0 < a) (hx : 0 < x) (hxy : x < y)
    (h : -1 ≤ bandFunction g a x) : -1 < bandFunction g a y := by
  have hy : 0 < y := hx.trans hxy
  have he : 0 < y - x := sub_pos.2 hxy
  have sx : 0 < sinh (x * a / 2) := Real.sinh_pos_iff.2 (by positivity)
  have sy : 0 < sinh (y * a / 2) := Real.sinh_pos_iff.2 (by positivity)
  have sd : 0 < sinh ((y - x) * a / 2) := Real.sinh_pos_iff.2 (by positivity)
  have cx := Real.cosh_pos (x * a / 2)
  have cd := Real.cosh_pos ((y - x) * a / 2)
  have hu : 0 ≤ x * cosh (x * a / 2) - g * sinh (x * a / 2) := by
    by_contra hn
    have := mul_neg_of_pos_of_neg (div_pos (mul_pos two_pos cx) hx) (not_le.1 hn)
    linarith [(half_angle g a hx.ne').2]
  -- κ coth(κa/2) increases: expand the functions of y around x
  have hY : y * a / 2 = x * a / 2 + (y - x) * a / 2 := by ring
  have k0 : x * a / 2 ≤ sinh (x * a / 2) * cosh (x * a / 2) := by
    have h1 : x * a / 2 ≤ sinh (x * a / 2) := Real.self_le_sinh_iff.2 (by positivity)
    nlinarith [mul_nonneg sx.le (sub_nonneg.2 (Real.one_le_cosh (x * a / 2)))]
  have k1 := mul_lt_mul_of_pos_left
    (sinh_lt_mul_cosh (show 0 < (y - x) * a / 2 by positivity)) hx
  have k2 := mul_le_mul_of_nonneg_left k0 (mul_pos he cd).le
  have k3 : 0 < (y - x) * sinh (x * a / 2) ^ 2 * sinh ((y - x) * a / 2) := by positivity
  have hB : 0 < y * cosh (y * a / 2) * sinh (x * a / 2)
      - x * cosh (x * a / 2) * sinh (y * a / 2) := by
    have e : y * cosh (y * a / 2) * sinh (x * a / 2) - x * cosh (x * a / 2) * sinh (y * a / 2)
        = (y - x) * cosh ((y - x) * a / 2) * (sinh (x * a / 2) * cosh (x * a / 2))
          + (y - x) * sinh (x * a / 2) ^ 2 * sinh ((y - x) * a / 2)
          - x * sinh ((y - x) * a / 2) := by
      rw [hY, Real.cosh_add, Real.sinh_add]
      linear_combination (-x * sinh ((y - x) * a / 2)) * Real.cosh_sq (x * a / 2)
    rw [e]
    linarith
  have hv : 0 < sinh (x * a / 2) * (y * cosh (y * a / 2) - g * sinh (y * a / 2)) := by
    linarith [mul_nonneg hu sy.le]
  have := mul_pos (div_pos (mul_pos two_pos (Real.cosh_pos (y * a / 2))) hy)
    ((mul_pos_iff_of_pos_left sx).1 hv)
  linarith [(half_angle g a hy.ne').2]
```

At $a=0$ we have $F(\kappa)=1$ for every $\kappa>0$, so $a\ge0$ would not be enough for a unique root.

## Weak or closely spaced wells: $ga\le2$

The dimensionless product $ga$ compares the spacing with the decay length $1/g$ of the single-well state. With $t=\kappa a/2$,
$$a(\kappa c-gs)=2t\cosh t-ga\sinh t\ge2(t\cosh t-\sinh t)>0,$$
so $F$ stays above $-1$. The proof is this estimate followed by the second factorisation.

```lean
/-- For `ga ≤ 2` and `a > 0` the band function stays above `-1` at every `κ > 0`. -/
theorem neg_one_lt_of_weak {g a κ : ℝ} (ha : 0 < a) (hga : g * a ≤ 2) (hκ : 0 < κ) :
    -1 < bandFunction g a κ := by
  have s : 0 < sinh (κ * a / 2) := Real.sinh_pos_iff.2 (by positivity)
  have hA := sinh_lt_mul_cosh (show 0 < κ * a / 2 by positivity)
  have hv : 0 < a * (κ * cosh (κ * a / 2) - g * sinh (κ * a / 2)) := by
    linarith [mul_le_mul_of_nonneg_right hga s.le]
  have := mul_pos (div_pos (mul_pos two_pos (Real.cosh_pos (κ * a / 2))) hκ)
    ((mul_pos_iff_of_pos_left ha).1 hv)
  linarith [(half_angle g a hκ.ne').2]
```

For every $ga>2$ the bound fails at small $\kappa$, where $F$ tends to $1-ga<-1$.

## Attraction: $g>0$

Attraction places the single-well value $\kappa=g$ among the positive decay constants, and there
$$F(g)=\cosh ga-\sinh ga=e^{-ga}\in(0,1).$$

```lean
/-- For `g > 0` and `a > 0`, `F(g) = exp(-ga)`, which lies strictly between `-1` and `1`. -/
theorem bandFunction_at_g {g a : ℝ} (hg : 0 < g) (ha : 0 < a) :
    bandFunction g a g = exp (-(g * a)) ∧ |bandFunction g a g| < 1 := by
  have h : bandFunction g a g = exp (-(g * a)) := by
    unfold bandFunction
    rw [mul_div_cancel_left₀ _ hg.ne', Real.cosh_sub_sinh]
  refine ⟨h, ?_⟩
  rw [h, abs_of_pos (Real.exp_pos _)]
  exact Real.exp_lt_one_iff.2 (neg_lt_zero.2 (mul_pos hg ha))
```

This is the lower test point for $F=1$. The upper one is $K=g+2/a$. With $T=Ka/2$,
$$a(K\sinh T-g\cosh T)=2\sinh T-ga\,e^{-T}\ge Ka-ga=2,$$
so $F(K)>1$. The intermediate value theorem on $[g,K]$ gives a root, and the single crossing makes it unique; in Lean the latter is the case split by `lt_trichotomy`.

```lean
/-- For `g > 0` and `a > 0` the equation `F(κ) = 1` has exactly one root `κ > 0`. -/
theorem existsUnique_top {g a : ℝ} (hg : 0 < g) (ha : 0 < a) :
    ∃! κ : ℝ, 0 < κ ∧ bandFunction g a κ = 1 := by
  -- at K = g + 2/a the band function exceeds 1
  obtain ⟨K, hK⟩ : ∃ K : ℝ, K * a = g * a + 2 := ⟨(g * a + 2) / a, div_mul_cancel₀ _ ha.ne'⟩
  have hgK : g < K := lt_of_mul_lt_mul_right (by linarith : g * a < K * a) ha.le
  have hK0 : 0 < K := hg.trans hgK
  have hs : K * a / 2 ≤ sinh (K * a / 2) := Real.self_le_sinh_iff.2 (by positivity)
  have s : 0 < sinh (K * a / 2) := Real.sinh_pos_iff.2 (by positivity)
  have he : cosh (K * a / 2) - sinh (K * a / 2) ≤ 1 := by
    rw [Real.cosh_sub_sinh]
    exact Real.exp_le_one_iff.2 (neg_nonpos.2 (by positivity))
  have hv : 0 < a * (K * sinh (K * a / 2) - g * cosh (K * a / 2)) := by
    have e : a * (K * sinh (K * a / 2) - g * cosh (K * a / 2)) = 2 * sinh (K * a / 2)
        - g * a * (cosh (K * a / 2) - sinh (K * a / 2)) := by
      linear_combination sinh (K * a / 2) * hK
    rw [e]
    linarith [mul_le_mul_of_nonneg_left he (mul_pos hg ha).le]
  have hF := mul_pos (div_pos (mul_pos two_pos s) hK0) ((mul_pos_iff_of_pos_left ha).1 hv)
  rw [← (half_angle g a hK0.ne').1] at hF
  have hc : ContinuousOn (bandFunction g a) (Icc g K) := by
    show ContinuousOn (fun κ => cosh (κ * a) - g * sinh (κ * a) / κ) _
    exact ContinuousOn.sub (by fun_prop) (ContinuousOn.div (by fun_prop) (by fun_prop)
      fun x hx => (hg.trans_le hx.1).ne')
  obtain ⟨κ, hκ, h1⟩ := intermediate_value_Icc hgK.le hc
    ⟨(abs_lt.1 (bandFunction_at_g hg ha).2).2.le, by linarith⟩
  have hκ0 : 0 < κ := hg.trans_le hκ.1
  refine ⟨κ, ⟨hκ0, h1⟩, ?_⟩
  rintro z ⟨hz, hz1⟩
  rcases lt_trichotomy z κ with h | h | h
  · linarith [one_lt_of_one_le ha hz h hz1.ge]
  · exact h
  · linarith [one_lt_of_one_le ha hκ0 h h1.ge]
```

At $g=0$ the particle is free and $F=\cosh\kappa a>1$ for all $\kappa>0$. No root exists, so $g\ge0$ would not be enough.

## Strong or widely spaced wells: $ga>2$

Now $F$ also reaches $-1$. Take $k=(g-2/a)/2$, which lies between $0$ and $g$, and $t=ka/2$. Then
$$k\cosh t-g\sinh t=ke^{-t}-(g-k)\sinh t\le-\frac k2\bigl((g-k)a-2\bigr)<0,$$
because $(g-k)a=(ga+2)/2>2$. Thus $F(k)<-1<F(g)$, and a root lies between $k$ and $g$. The converse is the bound for $ga\le2$.

```lean
/-- For `g > 0` and `a > 0` the equation `F(κ) = -1` has a root `κ > 0` if and only if
`ga > 2`. -/
theorem exists_bottom_iff {g a : ℝ} (hg : 0 < g) (ha : 0 < a) :
    (∃ κ : ℝ, 0 < κ ∧ bandFunction g a κ = -1) ↔ 2 < g * a := by
  constructor
  · rintro ⟨κ, hκ, h⟩
    by_contra hn
    linarith [neg_one_lt_of_weak ha (not_lt.1 hn) hκ]
  · intro hga
    -- at k = (g - 2/a)/2 the band function is below -1
    obtain ⟨k, hk⟩ : ∃ k : ℝ, k * a = (g * a - 2) / 2 :=
      ⟨(g * a - 2) / 2 / a, div_mul_cancel₀ _ ha.ne'⟩
    have hk0 : 0 < k := lt_of_mul_lt_mul_right (by linarith : 0 * a < k * a) ha.le
    have hkg : k < g := lt_of_mul_lt_mul_right (by linarith : k * a < g * a) ha.le
    have hs : k * a / 2 ≤ sinh (k * a / 2) := Real.self_le_sinh_iff.2 (by positivity)
    have he : cosh (k * a / 2) - sinh (k * a / 2) ≤ 1 := by
      rw [Real.cosh_sub_sinh]
      exact Real.exp_le_one_iff.2 (neg_nonpos.2 (by positivity))
    have hv : k * cosh (k * a / 2) - g * sinh (k * a / 2) < 0 := by
      have h3 : 0 < k * ((g - k) * a - 2) := mul_pos hk0 (by linarith)
      linarith [mul_le_mul_of_nonneg_left he hk0.le,
        mul_le_mul_of_nonneg_left hs (sub_pos.2 hkg).le]
    have hF := mul_neg_of_pos_of_neg
      (div_pos (mul_pos two_pos (Real.cosh_pos (k * a / 2))) hk0) hv
    rw [← (half_angle g a hk0.ne').2] at hF
    have hc : ContinuousOn (bandFunction g a) (Icc k g) := by
      show ContinuousOn (fun κ => cosh (κ * a) - g * sinh (κ * a) / κ) _
      exact ContinuousOn.sub (by fun_prop) (ContinuousOn.div (by fun_prop) (by fun_prop)
        fun x hx => (hk0.trans_le hx.1).ne')
    obtain ⟨κ, hκ, h1⟩ := intermediate_value_Icc hkg.le hc
      ⟨by linarith, (abs_lt.1 (bandFunction_at_g hg ha).2).1.le⟩
    exact ⟨κ, hk0.trans_le hκ.1, h1⟩
```

The inequality must be strict: at $ga=2$ the function only tends to $-1$ as $\kappa\to0$, and there is no positive root.

## Both edges of the band

`negative_energy_band` assumes $g,a>0$ and describes all allowed $\kappa>0$:

- If $ga\le2$, they are $0<\kappa\le\kappa_{\rm top}$.
- If $ga>2$, they are $\kappa_{\rm bot}\le\kappa\le\kappa_{\rm top}$, with $0<\kappa_{\rm bot}<g$.

In both cases $g<\kappa_{\rm top}$. For $ga<2$ the limit $1-ga$ of $F$ as $\kappa\to0$ lies strictly between $-1$ and $1$, so zero energy is not a band edge: the band continues to positive energies, which are not treated here. The names refer to $\kappa$, and the order in energy is reversed: `κtop` is the lowest energy of the band, and `κbot` is its highest.

A real $q$ exists exactly when $-1\le F\le1$; given these bounds, $q=\arccos(F)/a$ works. This is `hal`. The single crossings turn $F\le1$ into $\kappa\le\kappa_{\rm top}$ (`hup`) and, for $ga>2$, $F\ge-1$ into $\kappa\ge\kappa_{\rm bot}$ (`hlow`). Since $F(g)$ lies strictly between the levels, $g$ differs from both edges.

```lean
/-- For `g, a > 0` the allowed `κ > 0` form one interval, with upper edge `κtop > g` where
`F = 1`. For `ga ≤ 2` it reaches down to `κ = 0`; for `ga > 2` it ends at a lower edge
`κbot` between `0` and `g` where `F = -1`. -/
theorem negative_energy_band {g a : ℝ} (hg : 0 < g) (ha : 0 < a) :
    ∃ κtop : ℝ, g < κtop ∧ bandFunction g a κtop = 1 ∧
      (g * a ≤ 2 → ∀ κ : ℝ, 0 < κ → (Allowed g a κ ↔ κ ≤ κtop)) ∧
      (2 < g * a → ∃ κbot : ℝ, 0 < κbot ∧ κbot < g ∧ bandFunction g a κbot = -1 ∧
        ∀ κ : ℝ, 0 < κ → (Allowed g a κ ↔ κbot ≤ κ ∧ κ ≤ κtop)) := by
  obtain ⟨t, ⟨ht, ht1⟩, -⟩ := existsUnique_top hg ha
  have hin := abs_lt.1 (bandFunction_at_g hg ha).2
  -- a real Bloch wave number exists exactly when -1 ≤ F ≤ 1
  have hal : ∀ κ, Allowed g a κ ↔ -1 ≤ bandFunction g a κ ∧ bandFunction g a κ ≤ 1 := by
    intro κ
    constructor
    · rintro ⟨q, hq⟩
      rw [← hq]
      exact ⟨Real.neg_one_le_cos _, Real.cos_le_one _⟩
    · rintro ⟨h1, h2⟩
      refine ⟨arccos (bandFunction g a κ) / a, ?_⟩
      rw [div_mul_cancel₀ _ ha.ne', Real.cos_arccos h1 h2]
  have hup : ∀ κ, 0 < κ → (bandFunction g a κ ≤ 1 ↔ κ ≤ t) := by
    intro κ hκ
    constructor
    · intro h
      by_contra hn
      linarith [one_lt_of_one_le ha ht (not_le.1 hn) ht1.ge]
    · intro h
      rcases h.eq_or_lt with h | h
      · rw [h, ht1]
      · by_contra hn
        linarith [one_lt_of_one_le ha hκ h (not_le.1 hn).le]
  have hgt : g < t := by
    refine lt_of_le_of_ne ((hup g hg).1 hin.2.le) fun h => ?_
    rw [← h] at ht1
    linarith [hin.2]
  refine ⟨t, hgt, ht1, fun hga κ hκ => ?_, fun hga => ?_⟩
  · rw [hal, hup κ hκ]
    exact ⟨fun h => h.2, fun h => ⟨(neg_one_lt_of_weak ha hga hκ).le, h⟩⟩
  · obtain ⟨b, hb, hb1⟩ := (exists_bottom_iff hg ha).2 hga
    have hlow : ∀ κ, 0 < κ → (-1 ≤ bandFunction g a κ ↔ b ≤ κ) := by
      intro κ hκ
      constructor
      · intro h
        by_contra hn
        linarith [neg_one_lt_of_neg_one_le ha hκ (not_le.1 hn) h]
      · intro h
        rcases h.eq_or_lt with h | h
        · rw [← h, hb1]
        · exact (neg_one_lt_of_neg_one_le ha hb h hb1.ge).le
    have hbg : b < g := by
      refine lt_of_le_of_ne ((hlow g hg).1 hin.1.le) fun h => ?_
      rw [h] at hb1
      linarith [hin.1]
    exact ⟨b, hb, hbg, hb1, fun κ hκ => by rw [hal, hup κ hκ, hlow κ hκ]⟩

end

end AttractiveDiracComb
```

```lean
#print axioms AttractiveDiracComb.half_trace_cellMatrix
#print axioms AttractiveDiracComb.negative_energy_band
```

```
'AttractiveDiracComb.half_trace_cellMatrix' depends on axioms: [propext, Classical.choice, Quot.sound]
'AttractiveDiracComb.negative_energy_band' depends on axioms: [propext, Classical.choice, Quot.sound]
```
